# Partial derivatives with respect to x, y and z commute on complex polynomials

The declaration `pderiv_comm` states that for any polynomial p in the Cartesian coordinates x, y, z with complex coefficients, and any two of these coordinates, the two partial derivatives of p can be taken in either order. In physical terms, this is the fact that makes the Cartesian components of momentum, which are multiples of these derivatives, commute on such polynomials. The derivatives are the formal ones of algebra, so no limits, normalisation or boundary conditions enter. The attempt first shows that every second derivative of a coordinate is zero. It then argues that the commutator of two partial derivatives is itself a derivation, that it vanishes on the coordinates and hence everywhere, and applies this to p.

As first written in Lean, the proof fails:

```lean
import Mathlib

open MvPolynomial

namespace OrbitalAngularMomentumSquared

noncomputable section

/-- Complex polynomials in the Cartesian coordinates x, y, z, numbered 0, 1, 2. -/
abbrev Poly := MvPolynomial (Fin 3) ℂ

/-- Partial derivatives of a polynomial commute. -/
theorem pderiv_comm (i j : Fin 3) (p : Poly) :
    pderiv i (pderiv j p) = pderiv j (pderiv i p) := by
  have hc : ∀ a b k : Fin 3, pderiv a (pderiv b (X k : Poly)) = 0 := by
    intro a b k
    by_cases h : k = b
    · subst h
      rw [pderiv_X_self, Derivation.map_one_eq_zero]
    · rw [pderiv_X_of_ne h, map_zero]
  -- the commutator is a derivation that vanishes on the coordinates
  have h : ⁅(pderiv i : Derivation ℂ Poly Poly), pderiv j⁆ = 0 := by
    apply MvPolynomial.derivation_ext
    intro k
    rw [Derivation.commutator_apply, hc, hc, sub_zero]
    rfl
  have h2 := DFunLike.congr_fun h p
  rw [Derivation.commutator_apply] at h2
  exact sub_eq_zero.mp h2

end

end OrbitalAngularMomentumSquared
```

Compiling this gives:

```
Main.lean:22:49: error: typeclass instance problem is stuck
  CommSemiring ?m.111

Note: Lean will not try to resolve this typeclass instance problem because the type argument to `CommSemiring` is a metavariable. This argument must be fully determined before Lean will try to resolve the typeclass.

Hint: Adding type annotations and supplying implicit arguments to functions can give Lean more information for typeclass resolution. For example, if you have a variable `x` that you intend to be a `Nat`, but Lean reports it as having an unresolved type like `?m`, replacing `x` with `(x : Nat)` can get typeclass resolution un-stuck.
```

This version goes through:

```diff
@@ -20,5 +20,6 @@
     · rw [pderiv_X_of_ne h, map_zero]
   -- the commutator is a derivation that vanishes on the coordinates
-  have h : ⁅(pderiv i : Derivation ℂ Poly Poly), pderiv j⁆ = 0 := by
+  have h : ⁅(pderiv i : Derivation ℂ Poly Poly), (pderiv j : Derivation ℂ Poly Poly)⁆ =
+      (0 : Derivation ℂ Poly Poly) := by
     apply MvPolynomial.derivation_ext
     intro k
```

Cause. The error points at the second `pderiv` in the statement of `h`, where Lean needs a `CommSemiring` structure on a coefficient type it has not determined. The index `j : Fin 3` fixes the variables of the polynomials, but not their coefficients.

The type written on `pderiv i` does not help, because Mathlib's bracket `⁅x, m⁆` allows its two entries to have different types. The result has the type of the second entry, and the bare `0` on the right says nothing about that type either. The coefficient type therefore stays a metavariable, and Lean will not search for an instance on it.

The repair writes `(pderiv j : Derivation ℂ Poly Poly)`, which fixes the coefficients as `ℂ` and makes the bracket the commutator of two derivations on `Poly`. The type added to `0` is mere tidying once the second entry is annotated, since the bracket's type then already determines it, and so is the line break.
